# Strict convexity in particle number of the canonical free energy of free fermions at positive temperature

Two levels with energies \(\varepsilon_1,\varepsilon_2\) hold zero, one or two non-interacting fermions at temperature \(T\), measured in energy units. Does the second fermion cost more free energy than the first? With Boltzmann weights \(x_i=e^{-\varepsilon_i/T}\), the canonical partition functions are

\[
Z_0=1,\qquad Z_1=x_1+x_2,\qquad Z_2=x_1x_2,
\]

so that

\[
Z_1^2-Z_0Z_2=x_1^2+x_1x_2+x_2^2>0 .
\]

For \(F(N)=-T\log Z_N\) this gives \(F(2)-F(1)>F(1)-F(0)\). The second fermion costs more, even if the levels are degenerate: one fermion has two places to choose from, while an empty or full pair of levels has a single configuration.

The same holds for \(n\) levels: \(Z_NZ_{N+2}<Z_{N+1}^2\) whenever \(N+1\le n\), and \(F\) is strictly convex for particle numbers from \(0\) to \(n\). For a finite system with fixed one-electron levels, as in a non-interacting model of a quantum dot or cluster, the addition energy \(F(N+1)-F(N)\) therefore rises with every electron added. For quantum dots the same name often means the difference between two successive values of this quantity; the result says that this difference is positive, not that it grows.

## Independent modes, each empty or filled

Physically, the fermions don't interact, and the Pauli principle allows one per mode. A configuration is then a set \(A\) of \(N\) occupied modes, with weight \(\prod_{i\in A}x_i\). In Lean the modes form a finite set `s` of labels of type `ι`, with `s.card` equal to \(n\); each spin state counts as its own mode. `s.powersetCard N` is the collection of \(N\)-element subsets.

```lean
import Mathlib

open Finset

namespace CanonicalFermionConvexity

noncomputable section

variable {ι : Type*}

/-- The canonical partition function of `N` free fermions on the modes `s`: the sum over
all `N`-element sets of occupied modes of the product of their weights `x i`. -/
def partitionFn (s : Finset ι) (x : ι → ℝ) (N : ℕ) : ℝ :=
  ∑ A ∈ s.powersetCard N, ∏ i ∈ A, x i

/-- The canonical free energy `-T log Z_N` of `N` free fermions on levels `ε i`, meant for
temperature `T > 0` and `N` at most the number of modes. -/
def freeEnergy (s : Finset ι) (ε : ι → ℝ) (T : ℝ) (N : ℕ) : ℝ :=
  -T * Real.log (partitionFn s (fun i => Real.exp (-ε i / T)) N)
```

The level energies `ε` are arbitrary real numbers that don't depend on \(N\). A self-consistent calculation is outside the theorems: its levels shift as electrons are added, and its total energy isn't in general the sum of the occupied levels.

Independence enters the derivation through one recursion. Add a mode \(a\) with weight \(y=x_a\), and mark the enlarged system by a prime. The new mode is either empty or filled, so

\[
Z'_{N+1}=Z_{N+1}+y\,Z_N .
\]

The Lean proof splits the subsets in the same way. `hdis` says that the two classes are disjoint, and `hinj` that filling \(a\) never merges two configurations.

```lean
/-- Adding a new mode `a`: it is either empty, with all `N + 1` fermions on the old modes,
or filled, with `N` fermions left on the old modes. -/
theorem partitionFn_insert [DecidableEq ι] {a : ι} {s : Finset ι} (ha : a ∉ s)
    (x : ι → ℝ) (N : ℕ) :
    partitionFn (insert a s) x (N + 1) =
      partitionFn s x (N + 1) + x a * partitionFn s x N := by
  have hmem : ∀ A ∈ s.powersetCard N, a ∉ A :=
    fun A hA h => ha ((mem_powersetCard.1 hA).1 h)
  have hdis : Disjoint (s.powersetCard (N + 1)) ((s.powersetCard N).image (insert a)) := by
    rw [Finset.disjoint_left]
    intro A hA hB
    obtain ⟨B, _, rfl⟩ := mem_image.1 hB
    exact ha ((mem_powersetCard.1 hA).1 (mem_insert_self a B))
  have hinj : Set.InjOn (insert a) (↑(s.powersetCard N) : Set (Finset ι)) := by
    intro A hA B hB h
    rw [← erase_insert (hmem A (mem_coe.1 hA)), h, erase_insert (hmem B (mem_coe.1 hB))]
  unfold partitionFn
  rw [powersetCard_succ_insert ha, sum_union hdis, sum_image hinj, mul_sum]
  congr 1
  exact sum_congr rfl fun A hA => prod_insert (hmem A hA)
```

The inequality follows by induction on the modes. Suppose that it holds for the old modes, and write \(p,q,r,t\) for \(Z_M,Z_{M+1},Z_{M+2},Z_{M+3}\). Then

\[
Z'^2_{M+2}-Z'_{M+1}Z'_{M+3}=(r+yq)^2-(q+yp)(t+yr)
\]
\[
=(r^2-qt)+y\,(qr-pt)+y^2(q^2-pr).
\]

The last bracket is positive by the induction hypothesis. So is the first if \(M+2\) fermions fit on the old modes; otherwise \(r=t=0\) and it vanishes. For the middle one, multiply \(pr\le q^2\) by \(qt\le r^2\) and divide by \(qr>0\), which gives \(pt\le qr\); if \(t=0\), this is immediate. For \(N=0\), where \(Z'_0=1\), the difference is \((Z_1^2-Z_2)+yZ_1+y^2>0\).

With interactions the result can fail. Give two modes at zero energy a pair energy \(-U\). Then \(Z_0,Z_1,Z_2\) are \(1,2,e^{U/T}\), and strict convexity is lost once \(U\ge T\log 4\). This and the other counter-examples and limits below are worked out in the prose alone.

## Positive weights

The hypothesis `hx` requires \(x_i>0\) on the modes in `s`. Boltzmann weights of finite energies satisfy it automatically. By hand it gives the strict sign of the \(y^2\) term, permits the division by \(qr\), and makes the logarithms meaningful. In Lean these uses rest on the next lemma and on `hxa`, the positivity of the new weight.

```lean
/-- With positive weights, the partition function is positive as long as there are no more
fermions than modes. -/
theorem partitionFn_pos {s : Finset ι} {x : ι → ℝ} (hx : ∀ i ∈ s, 0 < x i) {N : ℕ}
    (hN : N ≤ s.card) : 0 < partitionFn s x N :=
  sum_pos (fun _ hA => prod_pos fun i hi => hx i ((mem_powersetCard.1 hA).1 hi))
    (powersetCard_nonempty.2 hN)
```

The strict inequality fails if zero weights are allowed. A single mode with \(x=0\), a level pushed to infinite energy, has \(Z_1=Z_2=0\), and \(Z_0Z_2<Z_1^2\) would read \(0<0\).

## Room for the fermions

The condition `N + 1 ≤ s.card` says that the middle particle number fits on the modes. Beyond capacity there are no configurations, so the partition function is an empty sum.

```lean
/-- Pauli exclusion: the partition function vanishes for more fermions than modes. -/
theorem partitionFn_eq_zero {s : Finset ι} (x : ι → ℝ) {N : ℕ} (hN : s.card < N) :
    partitionFn s x N = 0 := by
  rw [partitionFn, powersetCard_eq_empty.2 hN, sum_empty]
```

In the derivation, this lemma handles the upper edge, where \(t=0\). In the next proof, `weak` extends the non-strict inequality to every particle number: below the edge it is the induction hypothesis, above it one factor vanishes. `cross` is \(pt\le qr\), proved by the multiplication and division above if \(M+3\) fermions fit on the old modes, and from \(t=0\) otherwise. The final `nlinarith` calls assemble the polynomial in \(y\) from the signs of its coefficients, separately for `zero` (\(N=0\)) and `succ M` (\(N=M+1\)).

```lean
/-- For positive weights, the canonical partition function is strictly log-concave in the
particle number: `Z_N Z_(N+2) < Z_(N+1)²` whenever `N + 1` fermions fit on the modes. -/
theorem partitionFn_strict_logConcave (s : Finset ι) (x : ι → ℝ) (hx : ∀ i ∈ s, 0 < x i) :
    ∀ N, N + 1 ≤ s.card →
      partitionFn s x N * partitionFn s x (N + 2) < partitionFn s x (N + 1) ^ 2 := by
  classical
  induction s using Finset.induction_on with
  | empty => intro N h; simp at h
  | insert a s ha ih =>
    have hxs : ∀ i ∈ s, 0 < x i := fun i hi => hx i (mem_insert_of_mem hi)
    have hxa : 0 < x a := hx a (mem_insert_self a s)
    have ih' := ih hxs
    have nonneg : ∀ k, 0 ≤ partitionFn s x k := fun k =>
      sum_nonneg fun _ hA => prod_nonneg fun i hi => (hxs i ((mem_powersetCard.1 hA).1 hi)).le
    -- the weak inequality on the old modes holds for every particle number
    have weak : ∀ k, partitionFn s x k * partitionFn s x (k + 2)
        ≤ partitionFn s x (k + 1) ^ 2 := by
      intro k
      by_cases hk : k + 1 ≤ s.card
      · exact (ih' k hk).le
      · rw [partitionFn_eq_zero x (by omega : s.card < k + 2), mul_zero]
        exact sq_nonneg _
    intro N hN
    rw [card_insert_of_notMem ha] at hN
    cases N with
    | zero =>
      have z0 : ∀ t : Finset ι, partitionFn t x 0 = 1 := fun t => by simp [partitionFn]
      have h1 : partitionFn (insert a s) x 1 = partitionFn s x 1 + x a * partitionFn s x 0 :=
        partitionFn_insert ha x 0
      have h2 : partitionFn (insert a s) x 2 = partitionFn s x 2 + x a * partitionFn s x 1 :=
        partitionFn_insert ha x 1
      have hw : partitionFn s x 0 * partitionFn s x 2 ≤ partitionFn s x 1 ^ 2 := weak 0
      change partitionFn (insert a s) x 0 * partitionFn (insert a s) x 2
        < partitionFn (insert a s) x 1 ^ 2
      rw [h1, h2, z0, z0]
      rw [z0] at hw
      nlinarith [mul_nonneg hxa.le (nonneg 1), mul_pos hxa hxa]
    | succ M =>
      have h1 := partitionFn_insert ha x M
      have h2 : partitionFn (insert a s) x (M + 2) =
        partitionFn s x (M + 2) + x a * partitionFn s x (M + 1) := partitionFn_insert ha x (M + 1)
      have h3 : partitionFn (insert a s) x (M + 3) =
        partitionFn s x (M + 3) + x a * partitionFn s x (M + 2) := partitionFn_insert ha x (M + 2)
      have hs := ih' M (by omega)
      have hw : partitionFn s x (M + 1) * partitionFn s x (M + 3)
        ≤ partitionFn s x (M + 2) ^ 2 := weak (M + 1)
      -- the cross term: multiply two neighbouring inequalities and cancel
      have cross : partitionFn s x M * partitionFn s x (M + 3)
          ≤ partitionFn s x (M + 1) * partitionFn s x (M + 2) := by
        by_cases hM : M + 3 ≤ s.card
        · have hq := partitionFn_pos hxs (by omega : M + 1 ≤ s.card)
          have hr := partitionFn_pos hxs (by omega : M + 2 ≤ s.card)
          have hm := mul_le_mul hs.le hw (mul_nonneg (nonneg _) (nonneg _)) (sq_nonneg _)
          refine le_of_mul_le_mul_right ?_ (mul_pos hq hr)
          linarith
        · rw [partitionFn_eq_zero x (by omega : s.card < M + 3), mul_zero]
          exact mul_nonneg (nonneg _) (nonneg _)
      change partitionFn (insert a s) x (M + 1) * partitionFn (insert a s) x (M + 3)
        < partitionFn (insert a s) x (M + 2) ^ 2
      rw [h1, h2, h3]
      nlinarith [mul_pos (mul_pos hxa hxa) (sub_pos.2 hs),
        mul_nonneg hxa.le (sub_nonneg.2 cross)]
```

Without the condition strictness fails: at \(N=n\) both sides are zero. At \(N+1=n\) the inequality still holds, with \(Z_{N+2}=0\) on the left. The free-energy theorem needs the stronger `N + 2 ≤ s.card`, because \(F(n+1)\) is physically infinite, whereas Lean's logarithm of zero is zero.

## Positive temperature

The hypothesis `hT` is ordinary thermal equilibrium. The logarithm of the inequality reads

\[
\log Z_N+\log Z_{N+2}<2\log Z_{N+1},
\]

and multiplication by \(-T<0\) reverses it to

\[
2F(N+1)<F(N)+F(N+2).
\]

The proof takes the same steps: `Real.log_lt_log`, then the rules for products and powers, then multiplication by \(T\).

```lean
/-- At `T > 0` the canonical free energy of free fermions is strictly convex in the particle
number, for all particle numbers up to the number of modes. -/
theorem freeEnergy_strict_convex (s : Finset ι) (ε : ι → ℝ) {T : ℝ} (hT : 0 < T) {N : ℕ}
    (hN : N + 2 ≤ s.card) :
    2 * freeEnergy s ε T (N + 1) < freeEnergy s ε T N + freeEnergy s ε T (N + 2) := by
  have hx : ∀ i ∈ s, 0 < Real.exp (-ε i / T) := fun i _ => Real.exp_pos _
  have h0 := partitionFn_pos hx (by omega : N ≤ s.card)
  have h2 := partitionFn_pos hx hN
  have h := Real.log_lt_log (mul_pos h0 h2)
    (partitionFn_strict_logConcave s _ hx N (by omega))
  rw [Real.log_mul h0.ne' h2.ne', Real.log_pow] at h
  push_cast at h
  unfold freeEnergy
  nlinarith [mul_lt_mul_of_pos_left h hT]
```

For negative \(T\) the conclusion fails: two levels at zero energy have \(F(0)=F(2)=0\) and \(F(1)=-T\log2>0\). As \(T\to0^+\), \(F(N)\) tends to the sum of the \(N\) lowest levels, and the addition energy to the next level. Degenerate levels then give equal addition energies, so convexity survives in the limit but strictness need not.

At positive \(T\), convexity rearranges to \(F(K+1)-F(K)<F(K+2)-F(K+1)\). Chaining these inequalities from \(M\) to \(N\) orders any two addition energies. In Lean this is an induction on `N`, with `step` as the single link; `hN` ensures that the last added fermion finds a mode.

```lean
/-- At `T > 0` the free energy needed to add one fermion is strictly larger when more fermions
are already present, as long as the added fermion still finds a mode. -/
theorem additionEnergy_strictMono (s : Finset ι) (ε : ι → ℝ) {T : ℝ} (hT : 0 < T) {M N : ℕ}
    (hMN : M < N) (hN : N + 1 ≤ s.card) :
    freeEnergy s ε T (M + 1) - freeEnergy s ε T M
      < freeEnergy s ε T (N + 1) - freeEnergy s ε T N := by
  induction N with
  | zero => omega
  | succ K ih =>
    have step : 2 * freeEnergy s ε T (K + 1)
        < freeEnergy s ε T K + freeEnergy s ε T (K + 1 + 1) :=
      freeEnergy_strict_convex s ε hT (by omega)
    rcases (by omega : M < K ∨ M = K) with h | h
    · have := ih h (by omega)
      linarith
    · subst h
      linarith
```

## Equal level energies

The last two theorems assume a degenerate shell: all \(n\) modes lie at one energy, called `e` in the code (not Euler's number). Every configuration has the same weight \(c^N\) with \(c=e^{-\varepsilon/T}\), where \(\varepsilon\) is that energy, and there are \(\binom nN\) of them.

```lean
/-- For equal weights `c` on all modes, the partition function is the number of ways to choose
the occupied modes times `c ^ N`. -/
theorem partitionFn_const (s : Finset ι) (c : ℝ) (N : ℕ) :
    partitionFn s (fun _ => c) N = (s.card.choose N : ℝ) * c ^ N := by
  have h : ∀ A ∈ s.powersetCard N, (∏ _i ∈ A, c) = c ^ N := fun A hA => by
    rw [prod_const, (mem_powersetCard.1 hA).2]
  rw [partitionFn, sum_congr rfl h, sum_const, card_powersetCard, nsmul_eq_mul]
```

The second difference of \(F\), divided by \(T\), is \(\log\bigl(Z_{N+1}^2/(Z_NZ_{N+2})\bigr)\). The powers of \(c\) cancel, since \(2(N+1)=N+(N+2)\). The binomial ratios are

\[
\frac{\binom n{N+1}}{\binom nN}=\frac{n-N}{N+1},\qquad
\frac{\binom n{N+2}}{\binom n{N+1}}=\frac{n-N-1}{N+2},
\]

and dividing the first by the second gives

\[
\frac{F(N)+F(N+2)-2F(N+1)}{T}=\log\frac{(N+2)(n-N)}{(N+1)(n-N-1)} .
\]

The curvature is purely entropic and independent of the level energy. In the proof, `hB` and `hD` are the two binomial ratios in cross-multiplied form, and `key` combines them into the argument of the logarithm.

```lean
/-- For a degenerate shell of `n` modes at energy `e` and `T > 0`, the second difference of the
free energy around `N + 1 < n` fermions, in units of `T`, is
`log ((N + 2) (n - N) / ((N + 1) (n - N - 1)))`. -/
theorem degenerate_shell_curvature (s : Finset ι) (e : ℝ) {T : ℝ} (hT : 0 < T) {N : ℕ}
    (hN : N + 2 ≤ s.card) :
    (freeEnergy s (fun _ => e) T N + freeEnergy s (fun _ => e) T (N + 2)
        - 2 * freeEnergy s (fun _ => e) T (N + 1)) / T =
      Real.log (((N : ℝ) + 2) * (s.card - N) / (((N : ℝ) + 1) * (s.card - N - 1))) := by
  have hc : 0 < Real.exp (-e / T) := Real.exp_pos _
  have hF : ∀ k, freeEnergy s (fun _ => e) T k =
      -T * Real.log ((s.card.choose k : ℝ) * Real.exp (-e / T) ^ k) := by
    intro k
    change -T * Real.log (partitionFn s (fun _ => Real.exp (-e / T)) k) = _
    rw [partitionFn_const]
  rw [hF, hF, hF]
  generalize Real.exp (-e / T) = c at hc ⊢
  have hp : ∀ k, k ≤ s.card → 0 < (s.card.choose k : ℝ) * c ^ k := fun k hk =>
    mul_pos (Nat.cast_pos.2 (Nat.choose_pos hk)) (pow_pos hc k)
  have p0 := hp N (by omega)
  have p1 := hp (N + 1) (by omega)
  have p2 := hp (N + 2) hN
  -- ratios of neighbouring binomial coefficients
  have hB : ((s.card.choose (N + 1) * (N + 1) : ℕ) : ℝ)
      = ((s.card.choose N * (s.card - N) : ℕ) : ℝ) :=
    congrArg Nat.cast (Nat.choose_succ_right_eq s.card N)
  have hD : ((s.card.choose (N + 2) * (N + 2) : ℕ) : ℝ)
      = ((s.card.choose (N + 1) * (s.card - (N + 1)) : ℕ) : ℝ) :=
    congrArg Nat.cast (Nat.choose_succ_right_eq s.card (N + 1))
  rw [Nat.cast_mul, Nat.cast_mul, Nat.cast_sub (by omega : N ≤ s.card)] at hB
  rw [Nat.cast_mul, Nat.cast_mul, Nat.cast_sub (by omega : N + 1 ≤ s.card)] at hD
  push_cast at hB hD
  have hn : (N : ℝ) + 2 ≤ s.card := by exact_mod_cast hN
  have hden : 0 < ((N : ℝ) + 1) * (s.card - N - 1) :=
    mul_pos (by positivity) (by linarith)
  have key : ((N : ℝ) + 2) * (s.card - N) / (((N : ℝ) + 1) * (s.card - N - 1)) =
      ((s.card.choose (N + 1) : ℝ) * c ^ (N + 1)) ^ 2 /
        (((s.card.choose N : ℝ) * c ^ N) * ((s.card.choose (N + 2) : ℝ) * c ^ (N + 2))) := by
    rw [div_eq_div_iff hden.ne' (mul_pos p0 p2).ne']
    linear_combination c ^ (2 * N + 2) *
      (-((s.card.choose (N + 2) : ℝ) * (N + 2)) * hB
        + ((s.card.choose (N + 1) : ℝ) * (N + 1)) * hD)
  rw [key, Real.log_div (pow_pos p1 2).ne' (mul_pos p0 p2).ne', Real.log_pow,
    Real.log_mul p0.ne' p2.ne', div_eq_iff hT.ne']
  push_cast
  ring

end

end CanonicalFermionConvexity
```

The smallest shell, \(n=2\) and \(N=0\), gives \(\log4\). If its two levels are split by \(\Delta\), the opening formulas give \(\log\bigl(2+2\cosh(\Delta/T)\bigr)\) instead, so the level spacing enters as soon as the degeneracy is lifted.

```lean
#print axioms CanonicalFermionConvexity.freeEnergy_strict_convex
-- 'CanonicalFermionConvexity.freeEnergy_strict_convex' depends on axioms: [propext, Classical.choice, Quot.sound]
#print axioms CanonicalFermionConvexity.additionEnergy_strictMono
-- 'CanonicalFermionConvexity.additionEnergy_strictMono' depends on axioms: [propext, Classical.choice, Quot.sound]
#print axioms CanonicalFermionConvexity.degenerate_shell_curvature
-- 'CanonicalFermionConvexity.degenerate_shell_curvature' depends on axioms: [propext, Classical.choice, Quot.sound]
```
